# To first order, the mass-velocity and Darwin terms raise the ground level of the one-dimensional harmonic oscillator and lower every other level

For a Dirac particle in a one-dimensional electrostatic harmonic well, leaving the Darwin term out of the Pauli correction gives the first-order shift of the ground state the wrong sign. The mass-velocity term alone lowers every level. The Darwin term adds the same positive constant to each, and this constant outweighs the mass-velocity term in the ground state only.

## Two corrections to a harmonic well

Take one particle in one dimension, in units with $\hbar=m=1$. Let $w>0$ be the oscillator frequency, $c>0$ the speed of light, $x$ and $p$ position and momentum, and $V=w^2x^2/2$ the potential energy. For a Dirac particle whose potential energy $V$ is of electrostatic type, the Foldy-Wouthuysen expansion to order $1/c^2$ adds to $p^2/2+V$ the operator

$$-\frac{p^4}{8c^2}-\frac{[p,[p,V]]}{8c^2}.$$

The first part is the mass-velocity term, from the expansion of the relativistic kinetic energy. The second is the Darwin term, equal to $V''/(8c^2)$. In one dimension there is no spin-orbit term.

Write $|n\rangle$ for the normalised state with $n$ quanta. The expectation value of the correction is

$$\Delta_n=\frac{w^2\,\bigl(4-3(2n^2+2n+1)\bigr)}{32c^2},$$

which is positive for $n=0$ and negative for all $n\ge1$. The first-order spacing between levels $n$ and $n+1$ is $w-3(n+1)w^2/(8c^2)$, less than $w$. For this one-particle harmonic model, the formula shows how the two standard scalar-relativistic corrections of electronic structure theory compete.

## Commutators from ladder operators

Let $a$ and $a^\dagger$ act by $a|n\rangle=\sqrt n\,|n-1\rangle$, with $a|0\rangle=0$, and $a^\dagger|n\rangle=\sqrt{n+1}\,|n+1\rangle$. Then $aa^\dagger|n\rangle=(n+1)|n\rangle$ and $a^\dagger a|n\rangle=n|n\rangle$, so $[a,a^\dagger]=1$. Define

$$x=\frac{a+a^\dagger}{\sqrt{2w}},\qquad p=i\sqrt{\frac w2}\,(a^\dagger-a).$$

The product of the prefactors is $i/2$, hence

$$[x,p]=\frac i2[a+a^\dagger,a^\dagger-a]=\frac i2\cdot2[a,a^\dagger]=i.$$

In the Hamiltonian the terms $a^2$ and $(a^\dagger)^2$ cancel:

$$\frac{p^2}2+V=\frac w4\bigl[(a+a^\dagger)^2-(a^\dagger-a)^2\bigr]=\frac w2(aa^\dagger+a^\dagger a).$$

Its eigenvalue on $|n\rangle$ is $w(n+\tfrac12)$.

For the Darwin term, $[p,x^2]=-2ix$ gives $[p,V]=-iw^2x$, and then $[p,[p,V]]=-iw^2(-i)=-w^2$. Its contribution is $+w^2/(8c^2)$ in every state.

## Three ways back after four steps

Put $D=a^\dagger-a$. Two applications give

$$D^2|n\rangle=\sqrt{(n+1)(n+2)}\,|n+2\rangle-(2n+1)|n\rangle+\sqrt{n(n-1)}\,|n-2\rangle,$$

where the last term is absent for $n=0,1$. Applying $D^2$ again, one returns to $|n\rangle$ through $n+2$, $n$ or $n-2$:

$$\langle n|D^4|n\rangle=(n+1)(n+2)+(2n+1)^2+n(n-1)=6n^2+6n+3.$$

Since $p^4=(w^2/4)D^4$,

$$\langle n|p^4|n\rangle=\tfrac34w^2(2n^2+2n+1).$$

Multiplying by $-1/(8c^2)$ and adding $w^2/(8c^2)$ gives $\Delta_n$. The bracket in its numerator is $1$ at $n=0$ and at most $-11$ for $n\ge1$. From $n$ to $n+1$, the polynomial $2n^2+2n+1$ grows by $4(n+1)$, so $\Delta_{n+1}-\Delta_n=-3(n+1)w^2/(8c^2)$.

The same count of paths works for $a+a^\dagger$, where only the sign of the middle coefficient changes before it is squared. It gives $\langle n|x^4|n\rangle=3(2n^2+2n+1)/(4w^2)$, so a small quartic anharmonicity $\lambda x^4$ shifts level $n$ by $\lambda$ times this value to first order.

## The intermediate states in a basis-set calculation

A program with an oscillator basis can obtain $\langle n|p^4|n\rangle$ as $\sum_k|\langle k|p^2|n\rangle|^2$. The sum needs $k=n$, $k=n+2$ and, for $n\ge2$, also $k=n-2$, so the basis must reach two quanta above the state of interest. With only $|0\rangle$ and $|1\rangle$, the ground-state sum is $w^2/4$ instead of $3w^2/4$, and the mass-velocity shift is a third of its proper size.

## The Lean objects and their physical meaning

`State` is the space of finitely supported complex sequences, and `ket n` is the unit sequence at $n$. `Op` contains the linear maps of this space to itself. Polynomials in $x$ and $p$ are therefore defined on every vector of this space, and questions about operator domains in the full Hilbert space do not arise. `lower` and `raise` are $a$ and $a^\dagger$; `position`, `momentum`, `potential` and `oscillator` follow the formulas above.

`expectation A n` is the coefficient of `ket n` in `A (ket n)`. This is $\langle n|A|n\rangle$ for the usual inner product, although the file defines none.

`pauli_shift` assumes `0 < w` and `0 < c`. It states that the complex expectation value equals the real number $\Delta_n$ for every `n`, and gives the two signs through the real part. `excitation_shrinks` gives the spacing for every `n`; the first excitation is `n = 0`.

These energies are expectation values, not eigenvalues of the corrected Hamiltonian. Nor do the hypotheses require the correction to be small: for large `n` the first-order spacing becomes negative. The ground-state sign also belongs to one dimension. In the isotropic three-dimensional oscillator, the same two terms give $-3w^2/(32c^2)$ for the ground state.

## The complete file

```lean
import Mathlib

open Complex

namespace PauliOscillator

noncomputable section

/-- Finitely supported sequences of amplitudes over the number states. -/
abbrev State := ℕ →₀ ℂ

/-- Linear operators on the finitely supported sequences. -/
abbrev Op := Module.End ℂ State

/-- The number state with `n` quanta. -/
def ket (n : ℕ) : State := Finsupp.single n 1

/-- The ladder factor, the square root of `k`. -/
def root (k : ℕ) : ℂ := ((√(k : ℝ) : ℝ) : ℂ)

/-- The lowering operator: it removes one quantum with factor `√n`, and gives zero on `ket 0`. -/
def lower : Op := Finsupp.linearCombination ℂ (fun n => root n • ket (n - 1))

/-- The raising operator: it adds one quantum with factor `√(n+1)`. -/
def raise : Op := Finsupp.linearCombination ℂ (fun n => root (n + 1) • ket (n + 1))

/-- The length scale `1/√(2w)` of the oscillator, for `w > 0`. -/
def xScale (w : ℝ) : ℂ := (((√(2 * w))⁻¹ : ℝ) : ℂ)

/-- The momentum scale `i√(w/2)` of the oscillator, for `w > 0`. -/
def pScale (w : ℝ) : ℂ := ((√(w / 2) : ℝ) : ℂ) * I

/-- The position operator at frequency `w > 0`. -/
def position (w : ℝ) : Op := xScale w • (lower + raise)

/-- The momentum operator at frequency `w > 0`. -/
def momentum (w : ℝ) : Op := pScale w • (raise - lower)

/-- The commutator of two operators. -/
def comm (A B : Op) : Op := A * B - B * A

/-- The harmonic potential `w²x²/2`, for `w > 0`. -/
def potential (w : ℝ) : Op := ((w : ℂ) ^ 2 / 2) • (position w * position w)

/-- The nonrelativistic Hamiltonian `p²/2 + V`, for `w > 0`. -/
def oscillator (w : ℝ) : Op := (1 / 2 : ℂ) • (momentum w * momentum w) + potential w

/-- The mass-velocity and Darwin terms `-p⁴/(8c²) - [p,[p,V]]/(8c²)`, for `w > 0` and `c ≠ 0`. -/
def pauliCorrection (w c : ℝ) : Op :=
  (-1 / (8 * (c : ℂ) ^ 2)) • momentum w ^ 4
    - (1 / (8 * (c : ℂ) ^ 2)) • comm (momentum w) (comm (momentum w) (potential w))

/-- The expectation value in number state `n`: the diagonal element in the number basis. -/
def expectation (A : Op) (n : ℕ) : ℂ := A (ket n) n

/-- The ladder factor `root k` squares to `k`. -/
theorem root_mul_self (k : ℕ) : root k * root k = (k : ℂ) := by
  unfold root
  exact_mod_cast Real.mul_self_sqrt (Nat.cast_nonneg k)

/-- The action of the ladder operators on the number states. -/
theorem ladder_ket (n : ℕ) : raise (ket n) = root (n + 1) • ket (n + 1) ∧
    lower (ket (n + 1)) = root (n + 1) • ket n ∧ lower (ket 0) = 0 := by
  refine ⟨?_, ?_, ?_⟩
  · simp [raise, ket, Finsupp.linearCombination_single]
  · simp [lower, ket, Finsupp.linearCombination_single]
  · simp [lower, ket, root, Finsupp.linearCombination_single]

/-- Lowering after raising multiplies number state `n` by `n + 1`; raising after lowering
multiplies it by `n`. -/
theorem ladder_products (n : ℕ) : lower (raise (ket n)) = ((n : ℂ) + 1) • ket n ∧
    raise (lower (ket n)) = (n : ℂ) • ket n := by
  constructor
  · rw [(ladder_ket n).1, map_smul, (ladder_ket n).2.1, smul_smul, root_mul_self]
    push_cast
    rfl
  · cases n with
    | zero => simp [(ladder_ket 0).2.2]
    | succ m => rw [(ladder_ket m).2.1, map_smul, (ladder_ket m).1, smul_smul, root_mul_self]

/-- For `w > 0` the position and momentum scales have squares `1/(2w)` and `-w/2`,
and product `i/2`. -/
theorem scales {w : ℝ} (hw : 0 < w) : (w : ℂ) * (xScale w * xScale w) = 1 / 2 ∧
    pScale w * pScale w = -((w : ℂ) / 2) ∧ xScale w * pScale w = I / 2 := by
  have h2 : √(2 * w) = 2 * √(w / 2) := by
    rw [show 2 * w = 2 ^ 2 * (w / 2) by ring, Real.sqrt_mul (by positivity),
      Real.sqrt_sq (by norm_num)]
  have hs : √(w / 2) * √(w / 2) = w / 2 := Real.mul_self_sqrt (by positivity)
  have hs0 : √(w / 2) ≠ 0 := (Real.sqrt_pos.mpr (by positivity)).ne'
  unfold xScale pScale
  rw [h2]
  clear h2
  generalize √(w / 2) = s at *
  have hw' : (w : ℂ) = 2 * ((s : ℂ) * s) := by
    exact_mod_cast (by linarith : w = 2 * (s * s))
  have hi : (s : ℂ) * (s : ℂ)⁻¹ = 1 := mul_inv_cancel₀ (by exact_mod_cast hs0)
  rw [hw']
  push_cast
  rw [mul_inv]
  refine ⟨?_, ?_, ?_⟩
  · linear_combination (1 / 2) * ((s : ℂ) * (s : ℂ)⁻¹ + 1) * hi
  · linear_combination (s : ℂ) * s * I_mul_I
  · linear_combination (I / 2) * hi

/-- For `w > 0` position and momentum obey the canonical relation `[x,p] = i`. -/
theorem canonical_commutation {w : ℝ} (hw : 0 < w) :
    comm (position w) (momentum w) = I • (1 : Op) := by
  have hl : lower * raise - raise * lower = (1 : Op) := by
    apply Finsupp.lhom_ext
    intro n b
    have hb : (Finsupp.single n b : State) = b • ket n := by simp [ket]
    rw [hb, map_smul, map_smul, LinearMap.sub_apply, Module.End.mul_apply,
      Module.End.mul_apply, (ladder_products n).1, (ladder_products n).2, Module.End.one_apply]
    module
  have h : comm (position w) (momentum w)
      = (2 * (xScale w * pScale w)) • (lower * raise - raise * lower) := by
    apply LinearMap.ext
    intro v
    simp only [comm, position, momentum, LinearMap.sub_apply, LinearMap.smul_apply,
      LinearMap.add_apply, Module.End.mul_apply, map_smul, map_add, map_sub]
    module
  rw [h, hl, (scales hw).2.2]
  congr 1
  ring

/-- For `w > 0` number state `n` is an eigenstate of `p²/2 + V` with energy `w(n + 1/2)`. -/
theorem oscillator_levels {w : ℝ} (hw : 0 < w) (n : ℕ) :
    oscillator w (ket n) = ((w : ℂ) * (n + 1 / 2)) • ket n := by
  have hc : (w : ℂ) ^ 2 / 2 * (xScale w * xScale w) = w / 4 := by
    linear_combination ((w : ℂ) / 2) * (scales hw).1
  have h : oscillator w = ((w : ℂ) / 2) • (lower * raise + raise * lower) := by
    rw [oscillator, potential, momentum, position, smul_mul_smul_comm, smul_mul_smul_comm,
      (scales hw).2.1, smul_smul ((w : ℂ) ^ 2 / 2), hc]
    apply LinearMap.ext
    intro v
    simp only [LinearMap.sub_apply, LinearMap.smul_apply, LinearMap.add_apply,
      Module.End.mul_apply, map_add, map_sub]
    module
  rw [h, LinearMap.smul_apply, LinearMap.add_apply, Module.End.mul_apply,
    Module.End.mul_apply, (ladder_products n).1, (ladder_products n).2]
  module

/-- For `w > 0` the double commutator `[p,[p,V]]` is the constant `-w²`. -/
theorem darwin_commutator {w : ℝ} (hw : 0 < w) :
    comm (momentum w) (comm (momentum w) (potential w)) = (-(w : ℂ) ^ 2) • (1 : Op) := by
  have hpx (v : State) : momentum w (position w v) = position w (momentum w v) - I • v := by
    have h := LinearMap.congr_fun (canonical_commutation hw) v
    simp only [comm, LinearMap.sub_apply, Module.End.mul_apply, LinearMap.smul_apply,
      Module.End.one_apply] at h
    rw [← h]
    abel
  apply LinearMap.ext
  intro v
  simp only [comm, potential, LinearMap.sub_apply, LinearMap.smul_apply, Module.End.mul_apply,
    Module.End.one_apply, map_smul, map_sub]
  -- move every `p` to the right of every `x`; only a constant survives
  simp only [hpx, map_sub, map_smul]
  calc _ = ((w : ℂ) ^ 2 * (I * I)) • v := by module
    _ = _ := by
      rw [I_mul_I]
      module

/-- For `w > 0` the expectation of `p⁴` in number state `n` is `3w²(2n² + 2n + 1)/4`. -/
theorem momentum_fourth {w : ℝ} (hw : 0 < w) (n : ℕ) :
    expectation (momentum w ^ 4) n = 3 * (w : ℂ) ^ 2 * (2 * n ^ 2 + 2 * n + 1) / 4 := by
  obtain ⟨D, hD⟩ : ∃ D : Op, D = raise - lower := ⟨_, rfl⟩
  have hk (a b : ℕ) : ket a b = if a = b then 1 else 0 := Finsupp.single_apply
  have low2 (m : ℕ) : lower (lower (ket (m + 2))) = (root (m + 2) * root (m + 1)) • ket m := by
    rw [(ladder_ket (m + 1)).2.1, map_smul, (ladder_ket m).2.1, smul_smul]
  have low1 : lower (lower (ket 1)) = 0 := by
    rw [(ladder_ket 0).2.1, map_smul, (ladder_ket 0).2.2, smul_zero]
  have low0 : lower (lower (ket 0)) = 0 := by rw [(ladder_ket 0).2.2, map_zero]
  have low (m k : ℕ) (h : m ≤ k) : lower (lower (ket m)) k = 0 := by
    rcases m with _ | _ | m
    · rw [low0]; rfl
    · rw [low1]; rfl
    · have hne : m ≠ k := by omega
      rw [low2, Finsupp.smul_apply, hk, if_neg hne, smul_zero]
  -- two steps of `a† - a` change the number of quanta by `2`, `0` or `-2`
  have sq (m : ℕ) : D (D (ket m)) = (root (m + 1) * root (m + 2)) • ket (m + 2)
      - (2 * (m : ℂ) + 1) • ket m + lower (lower (ket m)) := by
    have hr : raise (raise (ket m)) = (root (m + 1) * root (m + 2)) • ket (m + 2) := by
      rw [(ladder_ket m).1, map_smul, (ladder_ket (m + 1)).1, smul_smul]
    rw [hD]
    simp only [LinearMap.sub_apply, map_sub]
    rw [hr, (ladder_products m).1, (ladder_products m).2]
    module
  have diag (m : ℕ) : D (D (ket m)) m = -(2 * (m : ℂ) + 1) := by
    rw [sq, Finsupp.add_apply, low m m le_rfl]
    simp [hk]
  have up (m : ℕ) : D (D (ket m)) (m + 2) = root (m + 1) * root (m + 2) := by
    rw [sq, Finsupp.add_apply, low m (m + 2) (by omega)]
    simp [hk]
  have down (m : ℕ) : D (D (ket (m + 2))) m = root (m + 2) * root (m + 1) := by
    have hne : m + 2 + 2 ≠ m := by omega
    rw [sq, low2]
    simp [hk, hne]
  have rr (m : ℕ) : root (m + 2) * root (m + 1) * (root (m + 1) * root (m + 2))
      = ((m : ℂ) + 1) * (m + 2) := by
    have h1 := root_mul_self (m + 1)
    have h2 := root_mul_self (m + 2)
    push_cast at h1 h2
    linear_combination root (m + 2) * root (m + 2) * h1 + ((m : ℂ) + 1) * h2
  have back : D (D (lower (lower (ket n)))) n = (n : ℂ) * (n - 1) := by
    rcases n with _ | _ | m
    · rw [low0]; simp
    · rw [low1]; simp
    · rw [low2, map_smul, map_smul, Finsupp.smul_apply, up, smul_eq_mul, rr]
      push_cast
      ring
  -- the three ways of returning to `n` after four steps
  have four : D (D (D (D (ket n)))) n = 6 * (n : ℂ) ^ 2 + 6 * n + 3 := by
    rw [sq n]
    simp only [map_add, map_sub, map_smul, Finsupp.add_apply, Finsupp.sub_apply,
      Finsupp.smul_apply, smul_eq_mul]
    rw [down, diag, back]
    linear_combination rr n
  have hp : momentum w = pScale w • D := by rw [hD]; rfl
  simp only [expectation, hp, pow_succ, pow_zero, one_mul, Module.End.mul_apply,
    LinearMap.smul_apply, map_smul, Finsupp.smul_apply, smul_eq_mul, four]
  linear_combination (pScale w * pScale w - (w : ℂ) / 2) * (6 * (n : ℂ) ^ 2 + 6 * n + 3)
    * (scales hw).2.1

/-- For `w, c > 0` the mass-velocity and Darwin terms have expectation
`w²(4 - 3(2n² + 2n + 1))/(32c²)` in number state `n`; it is positive for `n = 0` and negative
for all `n ≥ 1`. -/
theorem pauli_shift {w c : ℝ} (hw : 0 < w) (hc : 0 < c) :
    (∀ n : ℕ, expectation (pauliCorrection w c) n
      = ((w ^ 2 * (4 - 3 * (2 * (n : ℝ) ^ 2 + 2 * n + 1)) / (32 * c ^ 2) : ℝ) : ℂ)) ∧
    0 < (expectation (pauliCorrection w c) 0).re ∧
    ∀ n : ℕ, 1 ≤ n → (expectation (pauliCorrection w c) n).re < 0 := by
  have h (n : ℕ) : expectation (pauliCorrection w c) n
      = ((w ^ 2 * (4 - 3 * (2 * (n : ℝ) ^ 2 + 2 * n + 1)) / (32 * c ^ 2) : ℝ) : ℂ) := by
    have h4 := momentum_fourth hw n
    have h1 : ket n n = 1 := Finsupp.single_eq_same
    unfold expectation at h4 ⊢
    rw [pauliCorrection, darwin_commutator hw]
    simp only [LinearMap.sub_apply, LinearMap.smul_apply, Finsupp.sub_apply,
      Finsupp.smul_apply, Module.End.one_apply, smul_eq_mul, h4, h1]
    push_cast
    ring
  have hw2 : 0 < w ^ 2 := by positivity
  refine ⟨h, ?_, ?_⟩
  · rw [h, ofReal_re]
    refine div_pos ?_ (by positivity)
    push_cast
    linarith
  · intro n hn
    have hn' : (1 : ℝ) ≤ n := by exact_mod_cast hn
    rw [h, ofReal_re]
    exact div_neg_of_neg_of_pos (mul_neg_of_pos_of_neg hw2 (by nlinarith)) (by positivity)

/-- For `w, c > 0` the first-order energies of levels `n + 1` and `n` differ by
`w - 3(n+1)w²/(8c²)`, which is less than the nonrelativistic spacing `w`. -/
theorem excitation_shrinks {w c : ℝ} (hw : 0 < w) (hc : 0 < c) (n : ℕ) :
    expectation (oscillator w + pauliCorrection w c) (n + 1)
      - expectation (oscillator w + pauliCorrection w c) n
      = ((w - 3 * ((n : ℝ) + 1) * w ^ 2 / (8 * c ^ 2) : ℝ) : ℂ) ∧
    (expectation (oscillator w + pauliCorrection w c) (n + 1)
      - expectation (oscillator w + pauliCorrection w c) n).re < w := by
  have hE (m : ℕ) : expectation (oscillator w + pauliCorrection w c) m
      = (w : ℂ) * (m + 1 / 2) + expectation (pauliCorrection w c) m := by
    have h1 : ket m m = 1 := Finsupp.single_eq_same
    unfold expectation
    rw [LinearMap.add_apply, Finsupp.add_apply, oscillator_levels hw, Finsupp.smul_apply, h1,
      smul_eq_mul, mul_one]
  have h : expectation (oscillator w + pauliCorrection w c) (n + 1)
      - expectation (oscillator w + pauliCorrection w c) n
      = ((w - 3 * ((n : ℝ) + 1) * w ^ 2 / (8 * c ^ 2) : ℝ) : ℂ) := by
    rw [hE, hE, (pauli_shift hw hc).1, (pauli_shift hw hc).1]
    push_cast
    ring
  refine ⟨h, ?_⟩
  rw [h, ofReal_re]
  have hpos : 0 < 3 * ((n : ℝ) + 1) * w ^ 2 / (8 * c ^ 2) := by positivity
  linarith

end

end PauliOscillator
```

```lean
#print axioms PauliOscillator.pauli_shift
#print axioms PauliOscillator.excitation_shrinks
```

```
'PauliOscillator.pauli_shift' depends on axioms: [propext, Classical.choice, Quot.sound]
'PauliOscillator.excitation_shrinks' depends on axioms: [propext, Classical.choice, Quot.sound]
```

## From ladder factors to the shift

`root_mul_self` squares the ladder factor. `ladder_ket` and `ladder_products` give the actions of $a$, $a^\dagger$ and their products, with $n=0$ treated separately where $a$ acts first. `scales` supplies the products of the prefactors of $x$ and $p$ by writing both in terms of $\sqrt{w/2}$.

In `canonical_commutation`, `Finsupp.lhom_ext` reduces $[a,a^\dagger]=1$ to the number states, and `module` collects the terms of the expanded commutator. `oscillator_levels` makes the same cancellation of $a^2$ and $(a^\dagger)^2$ as above.

`darwin_commutator` takes a slightly different route from the derivation by hand. It turns the canonical relation into the rewriting rule `hpx`, $px=xp-i$, and moves every $p$ to the right of every $x$. Only $w^2\,i\cdot i=-w^2$ survives.

`momentum_fourth` carries out the count of paths. Its step `sq` is the formula for $D^2|n\rangle$, with the downward part left as $a^2|n\rangle$. The steps `down`, `diag` and `back` read off the coefficients needed for the returns through $n+2$, $n$ and $n-2$; `back` separates $n=0$ and $n=1$ from the rest. `four` adds the contributions to $6n^2+6n+3$, and the final `linear_combination` inserts the factor $w^2/4$.

`pauli_shift` combines this value with the Darwin constant; `nlinarith` settles the sign for $n\ge1$. `excitation_shrinks` adds the oscillator energies, subtracts neighbouring levels, and uses the positivity of $3(n+1)w^2/(8c^2)$.
